# One particle on a triangle: infinitely many gauge-inequivalent potentials with the same ground-state density

A single particle hops between the three corners of a triangle, and every hopping matrix element is $+1$. I raise the on-site energy of one corner by $a>0$. The ground state seems to be $(1,-1,0)/\sqrt2$ whatever $a$ is, because the particle never visits the raised corner. The density $(1/2,1/2,0)$ would then belong to infinitely many potentials that do not differ by a constant. Is that right, and can it be proved in Lean 4 so that the argument is checked by machine?

## The empty corner hides its potential

Yes. Number the sites $0,1,2$, let $T$ be the hopping matrix with zero diagonal and all other entries $+1$, and let $v$ be a real potential. Write $H=T+\mathrm{diag}(v_0,v_1,v_2)$ and $S=\psi_0+\psi_1+\psi_2$. Since $(T\psi)_i=S-\psi_i$,

$$(H\psi)_i=S+(v_i-1)\psi_i,\qquad \langle\psi,H\psi\rangle=|S|^2+\sum_i (v_i-1)|\psi_i|^2 .$$

The positive hopping thus penalises a nonzero total amplitude. For $v=(0,0,a)$,

$$\langle\psi,H\psi\rangle=-\|\psi\|^2+|S|^2+a|\psi_2|^2\ \ge\ -\|\psi\|^2,$$

and $(1,-1,0)$ attains the bound, so the ground energy is $-1$.

At this energy, row $0$ of the eigenvalue equation reads $S-\psi_0=-\psi_0$, so $S=0$. Row $2$ then gives $a\psi_2=0$, hence $\psi_2=0$ and $\psi_1=-\psi_0$. Normalisation gives $|\psi_0|^2=|\psi_1|^2=1/2$. If $(0,0,a)$ and $(0,0,b)$ differ by a constant, site $0$ makes that constant zero and site $2$ gives $a=b$.

**Which potentials have a ground state with this density?** Exactly those with $v_0=v_1\le v_2$. If this condition holds,

$$\langle\varphi,H\varphi\rangle=(v_0-1)\|\varphi\|^2+|\varphi_0+\varphi_1+\varphi_2|^2+(v_2-v_0)|\varphi_2|^2,$$

so $(1,-1,0)/\sqrt2$ is a ground state with energy $v_0-1$. Conversely, let $\psi$ be a ground state of $H$ with this density, and let $E$ be its energy. The density forces $\psi_2=0$ and $\psi_0,\psi_1\ne0$. Row $2$ gives $S=0$, and rows $0$ and $1$ give $v_0=v_1=E+1$. The trial vector $(1,1,-2)$, with squared norm $6$, gives $2E+4(v_2-1)\ge 6E$, so $v_2\ge E+1=v_0$.

**Two values of $a$.** For $a=2$ the eigenvectors $(1,-1,0)$, $(1,1,-1)$, $(1,1,2)$ have energies $-1,0,3$. For $a=9/2$ the eigenvectors $(1,-1,0)$, $(1,1,-1/2)$, $(1,1,4)$ have energies $-1,1/2,5$. The excited levels move; the ground state does not.

## What the Lean statements say

Amplitudes are functions `Fin 3 → ℂ`, potentials are `Fin 3 → ℝ`, and `apex a` is $(0,0,a)$. `IsGroundState v E ψ` requires a normalised eigenvector with eigenvalue $E$, together with $E\|\varphi\|^2\le\langle\varphi,H\varphi\rangle$ for every $\varphi$. `GaugeEquivalent` means differing by a real constant.

- `ground_space`: for $a>0$, the eigenspace at $-1$ is the complex span of $(1,-1,0)$.
- `shared_ground_density`: for $a>0$, every ground state has energy $-1$ and density $(1/2,1/2,0)$; different $a$ give inequivalent potentials.
- `represents_density_iff`: some ground state has this density exactly when $v_0=v_1\le v_2$.
- `degenerate_at_zero`: at $a=0$, $(0,1,-1)$ also has energy $-1$, so the ground space is larger.

For density functional theory, this means that a ground-state density on a lattice can fail to determine the potential up to a constant, even for one spinless particle on three sites. The theorems concern this hopping matrix only, and say nothing about interacting particles or the continuum.

```lean
import Mathlib

open Matrix

namespace TriangleDensityNonuniqueness

noncomputable section

/-- The hopping matrix of the triangle: zero diagonal and all other entries `+1`. -/
def hopping : Matrix (Fin 3) (Fin 3) ℂ := !![0, 1, 1; 1, 0, 1; 1, 1, 0]

/-- The one-particle Hamiltonian: hopping plus a real on-site potential `v`. -/
def hamiltonian (v : Fin 3 → ℝ) : Matrix (Fin 3) (Fin 3) ℂ :=
  hopping + diagonal (fun i => (v i : ℂ))

/-- The site density `|ψ i|²`. -/
def density (ψ : Fin 3 → ℂ) (i : Fin 3) : ℝ := Complex.normSq (ψ i)

/-- The energy expression `⟨ψ, H ψ⟩`, without division by the squared norm. -/
def energy (v : Fin 3 → ℝ) (ψ : Fin 3 → ℂ) : ℝ :=
  (star ψ ⬝ᵥ (hamiltonian v *ᵥ ψ)).re

/-- A ground state with energy `E`: a normalised eigenvector with eigenvalue `E`, where
`⟨φ, H φ⟩` is at least `E` times the squared norm for every vector `φ`. -/
structure IsGroundState (v : Fin 3 → ℝ) (E : ℝ) (ψ : Fin 3 → ℂ) : Prop where
  normalized : ∑ i, density ψ i = 1
  eigen : hamiltonian v *ᵥ ψ = (E : ℂ) • ψ
  minimal : ∀ φ : Fin 3 → ℂ, E * ∑ i, density φ i ≤ energy v φ

/-- Two potentials are gauge equivalent if they differ by a constant. -/
def GaugeEquivalent (v w : Fin 3 → ℝ) : Prop := ∃ c : ℝ, ∀ i, v i = w i + c

/-- The potential `(0, 0, a)`, acting on the third site only. -/
def apex (a : ℝ) : Fin 3 → ℝ := ![0, 0, a]

/-- The normalised state `(1, -1, 0)/√2`. -/
def pairState : Fin 3 → ℂ :=
  ![((Real.sqrt (1 / 2) : ℝ) : ℂ), -((Real.sqrt (1 / 2) : ℝ) : ℂ), 0]

/-- The Hamiltonian adds the sum of all amplitudes to `(v i - 1) ψ i` on each site. -/
theorem hamiltonian_mulVec (v : Fin 3 → ℝ) (ψ : Fin 3 → ℂ) (i : Fin 3) :
    (hamiltonian v *ᵥ ψ) i = (ψ 0 + ψ 1 + ψ 2) + ((v i : ℂ) - 1) * ψ i := by
  fin_cases i <;>
    simp [hamiltonian, hopping, Matrix.mulVec, dotProduct, Fin.sum_univ_three,
      Matrix.diagonal_apply] <;> ring

/-- The energy is the squared modulus of the total amplitude plus the density weighted
by `v i - 1`. -/
theorem energy_eq (v : Fin 3 → ℝ) (ψ : Fin 3 → ℂ) :
    energy v ψ = Complex.normSq (ψ 0 + ψ 1 + ψ 2) + ∑ i, (v i - 1) * density ψ i := by
  simp only [energy, dotProduct, Fin.sum_univ_three, hamiltonian_mulVec, Pi.star_apply,
    density]
  simp [Complex.normSq_apply]
  ring

/-- The state `(1, -1, 0)/√2` has density `(1/2, 1/2, 0)`. -/
theorem density_pairState : density pairState = ![1 / 2, 1 / 2, 0] := by
  have hs : Complex.normSq ((Real.sqrt (1 / 2) : ℝ) : ℂ) = 1 / 2 := by
    rw [Complex.normSq_ofReal]
    exact Real.mul_self_sqrt (by norm_num)
  ext i
  fin_cases i
  · exact hs
  · exact (Complex.normSq_neg _).trans hs
  · exact Complex.normSq_zero

/-- If the potential is equal on the first two sites and not lower on the third, then
`(1, -1, 0)/√2` is a ground state with energy `v 0 - 1`. -/
theorem pairState_isGroundState (v : Fin 3 → ℝ) (h01 : v 0 = v 1) (h02 : v 0 ≤ v 2) :
    IsGroundState v (v 0 - 1) pairState where
  normalized := by
    simp only [density_pairState, Fin.sum_univ_three]
    show (1 / 2 : ℝ) + 1 / 2 + 0 = 1
    norm_num
  eigen := by
    ext i
    rw [hamiltonian_mulVec]
    fin_cases i <;> simp [pairState, h01]
  minimal φ := by
    rw [energy_eq]
    simp only [Fin.sum_univ_three, density]
    rw [← h01]
    have h1 := Complex.normSq_nonneg (φ 0 + φ 1 + φ 2)
    have h2 := mul_nonneg (sub_nonneg.2 h02) (Complex.normSq_nonneg (φ 2))
    nlinarith [h1, h2]

/-- Two ground states of the same potential have the same energy. -/
theorem ground_energy_unique {v : Fin 3 → ℝ} {E F : ℝ} {ψ φ : Fin 3 → ℂ}
    (hψ : IsGroundState v E ψ) (hφ : IsGroundState v F φ) : E = F := by
  -- the energy expectation of a ground state is its eigenvalue
  have key : ∀ (G : ℝ) (χ : Fin 3 → ℂ), IsGroundState v G χ → energy v χ = G := by
    intro G χ h
    have n := h.normalized
    simp only [Fin.sum_univ_three, density, Complex.normSq_apply] at n
    simp only [energy, h.eigen, dotProduct, Fin.sum_univ_three]
    simp
    linear_combination G * n
  have h1 := hψ.minimal φ
  have h2 := hφ.minimal ψ
  rw [hφ.normalized, key F φ hφ] at h1
  rw [hψ.normalized, key E ψ hψ] at h2
  linarith

/-- For `a > 0` the eigenspace of `T + diag(0, 0, a)` at energy `-1` is spanned by
`(1, -1, 0)`. -/
theorem ground_space {a : ℝ} (ha : 0 < a) :
    Module.End.eigenspace (Matrix.toLin' (hamiltonian (apex a))) (-1)
      = Submodule.span ℂ {(![1, -1, 0] : Fin 3 → ℂ)} := by
  ext ψ
  rw [Module.End.mem_eigenspace_iff, Matrix.toLin'_apply, Submodule.mem_span_singleton]
  constructor
  · intro h
    have e : ∀ i, (ψ 0 + ψ 1 + ψ 2) + ((apex a i : ℂ) - 1) * ψ i = -1 * ψ i := by
      intro i
      have hi := congrFun h i
      rwa [hamiltonian_mulVec, Pi.smul_apply, smul_eq_mul] at hi
    have e0 : (ψ 0 + ψ 1 + ψ 2) + (((0 : ℝ) : ℂ) - 1) * ψ 0 = -1 * ψ 0 := e 0
    have e2 : (ψ 0 + ψ 1 + ψ 2) + ((a : ℂ) - 1) * ψ 2 = -1 * ψ 2 := e 2
    rw [Complex.ofReal_zero] at e0
    -- the total amplitude vanishes, and then so does the amplitude on the third site
    have hS : ψ 0 + ψ 1 + ψ 2 = 0 := by linear_combination e0
    have hm : (a : ℂ) * ψ 2 = 0 := by linear_combination e2 - hS
    have h2 : ψ 2 = 0 :=
      (mul_eq_zero.1 hm).resolve_left (Complex.ofReal_ne_zero.2 ha.ne')
    have h1 : ψ 1 = -ψ 0 := by linear_combination hS - h2
    refine ⟨ψ 0, ?_⟩
    ext i
    fin_cases i <;> simp [h1, h2]
  · rintro ⟨c, rfl⟩
    ext i
    rw [hamiltonian_mulVec]
    fin_cases i <;> simp [apex]

/-- For every `a > 0` the potential `(0, 0, a)` has the ground state `(1, -1, 0)/√2`, and all
its ground states have energy `-1` and density `(1/2, 1/2, 0)`. Potentials with different `a`
are gauge inequivalent. -/
theorem shared_ground_density :
    (∀ a : ℝ, 0 < a → IsGroundState (apex a) (-1) pairState ∧
      ∀ E ψ, IsGroundState (apex a) E ψ → E = -1 ∧ density ψ = ![1 / 2, 1 / 2, 0]) ∧
    ∀ a b : ℝ, a ≠ b → ¬ GaugeEquivalent (apex a) (apex b) := by
  constructor
  · intro a ha
    have hp : IsGroundState (apex a) (-1) pairState := by
      have h := pairState_isGroundState (apex a) rfl ha.le
      have h0 : apex a 0 - 1 = -1 := by simp [apex]
      rwa [h0] at h
    refine ⟨hp, fun E ψ h => ?_⟩
    have hE : E = -1 := ground_energy_unique h hp
    subst hE
    refine ⟨rfl, ?_⟩
    have hm : ψ ∈ Module.End.eigenspace (Matrix.toLin' (hamiltonian (apex a))) (-1) := by
      rw [Module.End.mem_eigenspace_iff, Matrix.toLin'_apply, h.eigen]
      simp
    rw [ground_space ha, Submodule.mem_span_singleton] at hm
    obtain ⟨c, rfl⟩ := hm
    -- normalisation fixes the modulus of the remaining coefficient
    have n := h.normalized
    simp [density, Fin.sum_univ_three] at n
    ext i
    fin_cases i <;> simp [density] <;> linarith
  · rintro a b hab ⟨c, h⟩
    have h0 : (0 : ℝ) = 0 + c := h 0
    have h2 : a = b + c := h 2
    exact hab (by linarith)

/-- A potential has a ground state with density `(1/2, 1/2, 0)` exactly when it is equal on
the first two sites and not lower on the third. -/
theorem represents_density_iff (v : Fin 3 → ℝ) :
    (∃ E ψ, IsGroundState v E ψ ∧ density ψ = ![1 / 2, 1 / 2, 0]) ↔
      v 0 = v 1 ∧ v 0 ≤ v 2 := by
  constructor
  · rintro ⟨E, ψ, h, hd⟩
    have h2 : ψ 2 = 0 := Complex.normSq_eq_zero.1 (congrFun hd 2)
    have e : ∀ i, (ψ 0 + ψ 1 + ψ 2) + ((v i : ℂ) - 1) * ψ i = (E : ℂ) * ψ i := by
      intro i
      have hi := congrFun h.eigen i
      rwa [hamiltonian_mulVec, Pi.smul_apply, smul_eq_mul] at hi
    have hS : ψ 0 + ψ 1 + ψ 2 = 0 := by
      linear_combination e 2 + ((E : ℂ) - ((v 2 : ℂ) - 1)) * h2
    -- on an occupied site the eigenvalue equation fixes the potential
    have hv : ∀ i, ψ i ≠ 0 → v i = E + 1 := by
      intro i hi
      apply Complex.ofReal_injective
      push_cast
      apply mul_right_cancel₀ hi
      linear_combination e i - hS
    have v0 : v 0 = E + 1 := hv 0 (fun h0 => by
      have hd0 := congrFun hd 0
      norm_num [density, h0] at hd0)
    have v1 : v 1 = E + 1 := hv 1 (fun h1 => by
      have hd1 := congrFun hd 1
      norm_num [density, h1] at hd1)
    -- the trial vector (1, 1, -2) bounds the potential on the empty site
    have t := h.minimal ![1, 1, -2]
    rw [energy_eq] at t
    have t2 : (![1, 1, -2] : Fin 3 → ℂ) 2 = -2 := rfl
    norm_num [density, Fin.sum_univ_three, Complex.normSq_apply, t2] at t
    exact ⟨by linarith, by linarith⟩
  · rintro ⟨h01, h02⟩
    exact ⟨_, _, pairState_isGroundState v h01 h02, density_pairState⟩

/-- At `a = 0` the vector `(0, 1, -1)` lies in the eigenspace at energy `-1` but not in the
span of `(1, -1, 0)`. -/
theorem degenerate_at_zero :
    (![0, 1, -1] : Fin 3 → ℂ) ∈
      Module.End.eigenspace (Matrix.toLin' (hamiltonian (apex 0))) (-1) ∧
    (![0, 1, -1] : Fin 3 → ℂ) ∉ Submodule.span ℂ {(![1, -1, 0] : Fin 3 → ℂ)} := by
  constructor
  · rw [Module.End.mem_eigenspace_iff, Matrix.toLin'_apply]
    ext i
    rw [hamiltonian_mulVec]
    have t2 : (![0, 1, -1] : Fin 3 → ℂ) 2 = -1 := rfl
    fin_cases i <;> norm_num [apex, t2]
  · rw [Submodule.mem_span_singleton]
    rintro ⟨c, h⟩
    have h2 := congrFun h 2
    have s2 : (![1, -1, 0] : Fin 3 → ℂ) 2 = 0 := rfl
    have t2 : (![0, 1, -1] : Fin 3 → ℂ) 2 = -1 := rfl
    norm_num [s2, t2] at h2

end

end TriangleDensityNonuniqueness
```

```lean
#print axioms TriangleDensityNonuniqueness.shared_ground_density
#print axioms TriangleDensityNonuniqueness.represents_density_iff
#print axioms TriangleDensityNonuniqueness.degenerate_at_zero
```

```
'TriangleDensityNonuniqueness.shared_ground_density' depends on axioms: [propext, Classical.choice, Quot.sound]
'TriangleDensityNonuniqueness.represents_density_iff' depends on axioms: [propext, Classical.choice, Quot.sound]
'TriangleDensityNonuniqueness.degenerate_at_zero' depends on axioms: [propext, Classical.choice, Quot.sound]
```

## From the two identities to the theorems

`hamiltonian_mulVec` and `energy_eq` are the two formulas in the first display. `pairState_isGroundState` checks the eigenvalue equation site by site and obtains the lower bound with `nlinarith` from the two nonnegative terms.

`ground_energy_unique` tests each ground state against the other's minimality, giving $E\le F$ and $F\le E$. `shared_ground_density` uses it to fix the energy at $-1$, then applies `ground_space` to write the state as $c\,(1,-1,0)$; normalisation fixes $|c|^2$.

In `ground_space`, the `linear_combination` steps are the row manipulations above. The forward half of `represents_density_iff` follows the converse argument: `hv` fixes the potential on occupied sites, and `t` is the trial-vector inequality.
